# The (111) twin mirror sends an integer (h,k,l) to an integer triple exactly when 3 divides h+k+l, and then preserves the fcc structure factor

Q: An fcc crystal with a (111) twin gives two superposed diffraction patterns. Some twin spots fall on parent spots and some do not. What is the smallest case that shows the difference?

A: Compare \((1,1,1)\) and \((1,1,-1)\). The mirror across the plane perpendicular to \((1,1,1)\) is \(M = 1 - \tfrac23 J\), with \(J\) the all-ones matrix, so it subtracts two thirds of the index sum from every index:

\[
M(1,1,1) = (-1,-1,-1), \qquad M(1,1,-1) = \left(\tfrac13,\tfrac13,-\tfrac53\right).
\]

The first image is a parent reflection. The second lies between parent reflections.

Q: And for general indices?

A: Write \(v=(h,k,l)\), \(s=h+k+l\) and \(\mathbf 1=(1,1,1)\). Since \(Jv=s\mathbf 1\),

\[
Mv = v - \tfrac{2s}{3}\,\mathbf 1 .
\]

This is an integer triple exactly when \(3\) divides \(2s\), and hence exactly when \(3\) divides \(s\), because 2 and 3 are coprime. If \(s=3m\), the image is \(w=v-2m\mathbf 1\). Every index has changed by an even integer, so every parity survives.

Q: Does the parent actually have intensity at \(w\)?

A: It does whenever it has intensity at \(v\). Summing phases over the four sites of the cubic cell, with unit scattering factor, gives

\[
F(v) = 1 + (-1)^{k+l} + (-1)^{h+l} + (-1)^{h+k}.
\]

If the parities agree, this is 4. If they do not, exactly two indices share a parity, so one of the three signs is \(+1\), the other two are \(-1\), and the sum is 0. Adding one integer \(n\) to all three indices changes each exponent by \(2n\), so \(F(v+n\mathbf 1)=F(v)\). With \(n=-2m\) this gives \(F(w)=F(v)\).

The same identity locates the other twin spots. Put \(u=v-s\mathbf 1\). Then \(Mv=u+\tfrac s3\mathbf 1\) and \(F(u)=F(v)\), so each twin spot is displaced by the vector \(\tfrac s3\,(1,1,1)\) from a parent reflection with the same structure factor.

Q: What fraction of the reflections overlap?

A: One third. The map \(v\mapsto s \bmod 3\) is additive, and the overlapping triples are those sent to 0. The allowed reflection \((1,1,-1)\) has \(s=1\), so its multiples reach all three residues. The overlapping triples therefore have index 3, both among all integer triples and among the allowed reflections.

Q: Now the Lean version. What have you put in by definition?

A: The matrix, the indices, the four sites and the phase sum.

```lean
import Mathlib

open Matrix

namespace FccTwin

noncomputable section

/-- The (111) twin mirror `1 - (2/3) J`, with `J` the all-ones matrix. -/
def twinMirror : Matrix (Fin 3) (Fin 3) ℚ :=
  1 - (2 / 3 : ℚ) • Matrix.of (fun _ _ => (1 : ℚ))

/-- Integer Miller indices regarded as a point of rational reciprocal space. -/
def toRat (v : Fin 3 → ℤ) : Fin 3 → ℚ := fun i => (v i : ℚ)

/-- The four lattice sites of the conventional fcc cell, in fractional coordinates. -/
def fccSites : Fin 4 → Fin 3 → ℂ :=
  ![![0, 0, 0], ![0, 1 / 2, 1 / 2], ![1 / 2, 0, 1 / 2], ![1 / 2, 1 / 2, 0]]

/-- The fcc structure factor for unit scattering factor: the sum of the phases
`exp (2πi h·r)` over the four sites of the cell. -/
def structureFactor (v : Fin 3 → ℤ) : ℂ :=
  ∑ j, Complex.exp (2 * Real.pi * Complex.I * ∑ i, (v i : ℂ) * fccSites j i)
```

The entries `v 0`, `v 1`, `v 2` are \(h,k,l\), referred to the parent's cubic cell. The mirror acts on rational triples, so a spot between lattice points is still a legitimate value, and `toRat` places integer indices among them. `structureFactor` uses the phase convention \(\exp(+2\pi i\,h\cdot r)\), where \(h\) stands for the whole triple \(v\) and \(r\) for the position of a site, and it contains no atomic form factor.

Q: You call that matrix a mirror. Why should I believe it?

A: Because it reverses \((1,1,1)\) and fixes every vector whose components sum to zero. For a cubic cell, those are the vectors geometrically perpendicular to \((1,1,1)\), and the two properties determine the reflection.

```lean
/-- The twin mirror subtracts two thirds of the index sum from every index. -/
theorem twinMirror_mulVec (x : Fin 3 → ℚ) :
    twinMirror *ᵥ x = fun i => x i - 2 / 3 * (x 0 + x 1 + x 2) := by
  ext i
  fin_cases i <;>
    simp [twinMirror, Matrix.mulVec, dotProduct, Fin.sum_univ_three, Matrix.one_apply] <;>
    ring

/-- The twin mirror reverses the direction (1,1,1) and fixes every vector
perpendicular to it. -/
theorem twinMirror_reflection :
    twinMirror *ᵥ (fun _ => 1) = (fun _ => -1) ∧
      ∀ x : Fin 3 → ℚ, x 0 + x 1 + x 2 = 0 → twinMirror *ᵥ x = x := by
  constructor
  · rw [twinMirror_mulVec]
    ext i
    norm_num
  · intro x hx
    rw [twinMirror_mulVec, hx]
    ext i
    ring
```

The first theorem is the formula for \(Mv\), checked component by component. The second substitutes into it.

Q: Is the divisibility rule hidden in the definition of coincidence?

A: No. The left side below says only that some integer triple `w` equals the mirror image.

```lean
/-- The twin mirror sends (h,k,l) to an integer triple exactly when 3 divides h+k+l. -/
theorem twin_integral_iff (v : Fin 3 → ℤ) :
    (∃ w : Fin 3 → ℤ, twinMirror *ᵥ toRat v = toRat w) ↔ 3 ∣ v 0 + v 1 + v 2 := by
  rw [twinMirror_mulVec]
  constructor
  · rintro ⟨w, hw⟩
    have h0 := congrFun hw 0
    simp only [toRat] at h0
    -- clear the denominator and return to the integers
    have h1 : ((3 * (v 0 - w 0) : ℤ) : ℚ) = ((2 * (v 0 + v 1 + v 2) : ℤ) : ℚ) := by
      push_cast
      linarith
    have h2 : 3 * (v 0 - w 0) = 2 * (v 0 + v 1 + v 2) := by exact_mod_cast h1
    omega
  · rintro ⟨m, hm⟩
    have hq : (v 0 : ℚ) + v 1 + v 2 = 3 * m := by exact_mod_cast hm
    refine ⟨fun i => v i - 2 * m, ?_⟩
    ext i
    simp only [toRat]
    push_cast
    linarith
```

From left to right, component 0 alone gives \(3(v_0-w_0)=2s\) once the denominator is cleared. The equation is carried back from the rationals to the integers, and `omega` extracts \(3\mid s\). From right to left, the proof supplies the triple \(v_i-2m\).

Q: And the extinction rule, is that assumed?

A: It is derived from the exponentials.

```lean
/-- The fcc structure factor is 4 when h, k, l have the same parity and 0 otherwise. -/
theorem structureFactor_eq (v : Fin 3 → ℤ) :
    structureFactor v =
      if v 0 % 2 = v 1 % 2 ∧ v 1 % 2 = v 2 % 2 then 4 else 0 := by
  -- a half-integer phase is a sign
  have h : ∀ n : ℤ, Complex.exp (2 * Real.pi * Complex.I * ((n : ℂ) / 2)) =
      if n % 2 = 0 then 1 else -1 := by
    intro n
    rw [show 2 * (Real.pi : ℂ) * Complex.I * ((n : ℂ) / 2) = n * (Real.pi * Complex.I) by ring,
      Complex.exp_int_mul, Complex.exp_pi_mul_I]
    split_ifs with hn
    · exact Even.neg_one_zpow (Int.even_iff.2 hn)
    · exact Odd.neg_one_zpow (Int.odd_iff.2 (by omega))
  have key : structureFactor v =
      Complex.exp (2 * Real.pi * Complex.I * ((v 0 : ℂ) * 0 + v 1 * 0 + v 2 * 0)) +
      Complex.exp (2 * Real.pi * Complex.I * ((v 0 : ℂ) * 0 + v 1 * (1 / 2) + v 2 * (1 / 2))) +
      Complex.exp (2 * Real.pi * Complex.I * ((v 0 : ℂ) * (1 / 2) + v 1 * 0 + v 2 * (1 / 2))) +
      Complex.exp (2 * Real.pi * Complex.I * ((v 0 : ℂ) * (1 / 2) + v 1 * (1 / 2) + v 2 * 0)) := by
    simp only [structureFactor, Fin.sum_univ_four, Fin.sum_univ_three]
    rfl
  have e0 : (v 0 : ℂ) * 0 + v 1 * 0 + v 2 * 0 = ((0 : ℤ) : ℂ) / 2 := by
    push_cast; ring
  have e1 : (v 0 : ℂ) * 0 + v 1 * (1 / 2) + v 2 * (1 / 2) = ((v 1 + v 2 : ℤ) : ℂ) / 2 := by
    push_cast; ring
  have e2 : (v 0 : ℂ) * (1 / 2) + v 1 * 0 + v 2 * (1 / 2) = ((v 0 + v 2 : ℤ) : ℂ) / 2 := by
    push_cast; ring
  have e3 : (v 0 : ℂ) * (1 / 2) + v 1 * (1 / 2) + v 2 * 0 = ((v 0 + v 1 : ℤ) : ℂ) / 2 := by
    push_cast; ring
  rw [key, e0, e1, e2, e3, h, h, h, h]
  -- impossible parity patterns go to omega, the others are sums of four signs
  split_ifs <;> first | omega | norm_num

/-- Adding the same integer to h, k and l leaves the fcc structure factor unchanged. -/
theorem structureFactor_shift (v : Fin 3 → ℤ) (m : ℤ) :
    structureFactor (fun i => v i + m) = structureFactor v := by
  rw [structureFactor_eq, structureFactor_eq]
  exact if_congr (by omega) rfl rfl
```

Inside the first proof, the local name `h` is not a Miller index. It labels the statement that \(\exp(2\pi i\,n/2)\) is \(+1\) for even \(n\) and \(-1\) for odd \(n\). The equations `key` and `e0` to `e3` bring the four phases into that form. The case split then runs over parity patterns: `omega` discards the contradictory ones and `norm_num` adds the signs in the rest. The shift theorem needs only that equal parities stay equal, and unequal ones unequal, when one integer is added to all three indices.

Q: Where is the overlap itself?

A: Here, followed by the position of a general twin spot.

```lean
/-- Where a twin reflection falls on integer indices `w`, each index keeps the parity it
had in `v`, and the fcc structure factors of `v` and `w` are equal. -/
theorem twin_overlap (v w : Fin 3 → ℤ) (h : twinMirror *ᵥ toRat v = toRat w) :
    (∀ i, w i % 2 = v i % 2) ∧ structureFactor w = structureFactor v := by
  obtain ⟨m, hm⟩ := (twin_integral_iff v).1 ⟨w, h⟩
  have hq : (v 0 : ℚ) + v 1 + v 2 = 3 * m := by exact_mod_cast hm
  rw [twinMirror_mulVec] at h
  -- the mirror subtracts the even integer 2m from every index
  have hw : ∀ i, w i = v i + -2 * m := by
    intro i
    have hi := congrFun h i
    simp only [toRat] at hi
    have hc : (w i : ℚ) = ((v i + -2 * m : ℤ) : ℚ) := by
      push_cast
      linarith
    exact_mod_cast hc
  refine ⟨fun i => by have := hw i; omega, ?_⟩
  rw [funext hw]
  exact structureFactor_shift v (-2 * m)

/-- Every twin reflection is displaced by (h+k+l)/3 times (1,1,1) from an integer
reflection `u` of the parent that has the same fcc structure factor. -/
theorem twin_spot_position (v : Fin 3 → ℤ) :
    ∃ u : Fin 3 → ℤ, structureFactor u = structureFactor v ∧
      ∀ i, (twinMirror *ᵥ toRat v) i = u i + ((v 0 + v 1 + v 2 : ℤ) : ℚ) / 3 := by
  refine ⟨fun i => v i + -(v 0 + v 1 + v 2), structureFactor_shift v _, fun i => ?_⟩
  rw [twinMirror_mulVec]
  simp only [toRat]
  push_cast
  ring
```

`twin_overlap` takes any integer `v` and `w` with \(Mv=w\). It concludes that each index keeps its parity and that the two structure factors are equal. Its intermediate result `hw` is the subtraction of \(2m\), after which the shift theorem finishes the argument. `twin_spot_position` has no divisibility hypothesis, and its `u` is the \(v-s\mathbf 1\) found above.

Q: Both structure factors there belong to the parent cell. Where is the twin?

A: That is the step from the model to the crystal. I take the second domain to be an exact mirror image of the first, so that its spot at \(Mv\) has the amplitude the parent has at \(v\). The theorem then compares that amplitude with the parent's own at the same place. The identification is physical input and appears in no hypothesis. The model also leaves out the boundary's own scattering, strain, finite domain size and multiple scattering.

Q: What about the index-3 claim?

A: It first needs the two sets to be lattices, that is, additive subgroups.

```lean
/-- The coincidence lattice: integer triples whose twin image is again an integer triple. -/
def coincidence : AddSubgroup (Fin 3 → ℤ) where
  carrier := {v | ∃ w : Fin 3 → ℤ, twinMirror *ᵥ toRat v = toRat w}
  zero_mem' := (twin_integral_iff 0).2 (by simp)
  add_mem' := fun {a b} ha hb => (twin_integral_iff (a + b)).2 (by
    have h1 := (twin_integral_iff a).1 ha
    have h2 := (twin_integral_iff b).1 hb
    simp only [Pi.add_apply]
    omega)
  neg_mem' := fun {a} ha => (twin_integral_iff (-a)).2 (by
    have h1 := (twin_integral_iff a).1 ha
    simp only [Pi.neg_apply]
    omega)

/-- A reflection is allowed in fcc exactly when its three indices have the same parity. -/
theorem allowed_iff (v : Fin 3 → ℤ) :
    structureFactor v ≠ 0 ↔ v 0 % 2 = v 1 % 2 ∧ v 1 % 2 = v 2 % 2 := by
  rw [structureFactor_eq]
  split_ifs with h
  · exact iff_of_true (by norm_num) h
  · exact iff_of_false (by simp) h

/-- The lattice of allowed fcc reflections: those with non-zero structure factor. -/
def fccReflections : AddSubgroup (Fin 3 → ℤ) where
  carrier := {v | structureFactor v ≠ 0}
  zero_mem' := (allowed_iff 0).2 (by simp)
  add_mem' := fun {a b} ha hb => (allowed_iff (a + b)).2 (by
    have h1 := (allowed_iff a).1 ha
    have h2 := (allowed_iff b).1 hb
    simp only [Pi.add_apply]
    omega)
  neg_mem' := fun {a} ha => (allowed_iff (-a)).2 (by
    have h1 := (allowed_iff a).1 ha
    simp only [Pi.neg_apply]
    omega)
```

`coincidence` is defined by integrality of the image, and the divisibility criterion is used only to show that the set contains zero and is closed under addition and negation. In the literature "coincidence lattice" usually means the sites shared in direct space, whereas this one lives in reciprocal space. `fccReflections` is defined by a non-zero phase sum, and its closure follows from the parity rule.

Q: But `coincidence` is not contained in `fccReflections`. The triple \((2,1,0)\) has index sum 3 and mixed parity. How can you speak of an index?

A: Mathlib's `relIndex` is made for this. `coincidence.relIndex K` restricts `coincidence` to the members of `K` and takes the index of the result inside `K`, so it counts the cosets of the intersection. No containment is required, and one theorem can serve both lattices.

```lean
/-- In any additive subgroup `K` of the integer triples containing one with h+k+l = 1, the members
whose twin image is an integer triple form a subgroup of index 3 in `K`. -/
theorem coincidence_relIndex (K : AddSubgroup (Fin 3 → ℤ)) (u : Fin 3 → ℤ) (hu : u ∈ K)
    (hs : u 0 + u 1 + u 2 = 1) : coincidence.relIndex K = 3 := by
  -- the index sum modulo 3 has the coincidence lattice as its kernel
  let f : (Fin 3 → ℤ) →+ ZMod 3 :=
    AddMonoidHom.mk' (fun v => ((v 0 + v 1 + v 2 : ℤ) : ZMod 3)) (by
      intro a b
      simp only [Pi.add_apply]
      push_cast
      ring)
  have hker : coincidence.addSubgroupOf K = (f.comp K.subtype).ker := by
    ext x
    rw [AddSubgroup.mem_addSubgroupOf, AddMonoidHom.mem_ker]
    exact (twin_integral_iff x).trans (CharP.intCast_eq_zero_iff (ZMod 3) 3 _).symm
  have hone : (f.comp K.subtype) ⟨u, hu⟩ = 1 := by
    change ((u 0 + u 1 + u 2 : ℤ) : ZMod 3) = 1
    rw [hs, Int.cast_one]
  have hsurj : Function.Surjective (f.comp K.subtype) := by
    intro z
    refine ⟨z.val • ⟨u, hu⟩, ?_⟩
    rw [map_nsmul, hone, nsmul_one, ZMod.natCast_zmod_val]
  rw [AddSubgroup.relIndex, hker, AddSubgroup.index_ker,
    AddMonoidHom.range_eq_top.2 hsurj, AddSubgroup.card_top, Nat.card_zmod]
```

The lemma `AddSubgroup.index_ker` then replaces counting cosets by counting values: the index of a kernel is the number of values the map takes. The map `f` is the index sum modulo 3. `hker` identifies its kernel on `K` with the coincident reflections, which is the divisibility criterion again. `hone` says that `u`, which here is the given member of `K` with index sum 1, is sent to 1, and `hsurj` uses multiples of `u` to reach every residue. `ZMod 3` has three elements, so the index is 3.

Q: Is the hypothesis that `K` contains a triple with sum 1 a real restriction?

A: Yes, though it asks for more than the result needs. Some member must have an index sum that is not a multiple of 3, since otherwise every member would have an integer image and the index would be 1. Any such member would do, and a sum of exactly 1 keeps the proof short. For the two lattices of interest, \((1,1,-1)\) meets the hypothesis.

```lean
/-- The coincidence lattice has index 3 in the integer triples, and its allowed fcc
reflections have index 3 among all allowed fcc reflections. -/
theorem coincidence_index :
    coincidence.index = 3 ∧ coincidence.relIndex fccReflections = 3 := by
  constructor
  · rw [← AddSubgroup.relIndex_top_right]
    exact coincidence_relIndex ⊤ ![1, 1, -1] (AddSubgroup.mem_top _) (by decide)
  · exact coincidence_relIndex fccReflections ![1, 1, -1]
      ((allowed_iff _).2 (by decide)) (by decide)

end

end FccTwin
```

```lean
#print axioms FccTwin.twin_integral_iff
#print axioms FccTwin.twin_overlap
#print axioms FccTwin.twin_spot_position
#print axioms FccTwin.coincidence_index
```

```
'FccTwin.twin_integral_iff' depends on axioms: [propext, Classical.choice, Quot.sound]
'FccTwin.twin_overlap' depends on axioms: [propext, Classical.choice, Quot.sound]
'FccTwin.twin_spot_position' depends on axioms: [propext, Classical.choice, Quot.sound]
'FccTwin.coincidence_index' depends on axioms: [propext, Classical.choice, Quot.sound]
```

The symbol `⊤` is the lattice of all integer triples, so the first half is the ordinary index and the second half is the count among allowed fcc reflections.

Q: Where would I meet this in an actual calculation?

A: In simulating the diffraction pattern of a twinned fcc metal, for identical atoms and single scattering. Suppose the domains occupy volume fractions \(1-\alpha\) and \(\alpha\) and their intensities add. In the zone of reflections \((h,h,l)\), take \((1,1,-5)\), whose index sum is \(-3\). The mirror adds 2 to each index, so its twin spot falls on the parent reflection \((3,3,-3)\). With unit scattering factor, the intensity there is

\[
16(1-\alpha)+16\alpha = 16,
\]

whatever the twin fraction. Now take \((0,0,2)\), with index sum 2. Its twin spot is at \(\left(-\tfrac43,-\tfrac43,\tfrac23\right)\), displaced by \(\tfrac23(1,1,1)\) from the parent reflection \((-2,-2,0)\). It stands alone with intensity \(16\alpha\), so this spot does carry information about the twin fraction.
